# The five levels of p² keep a strict order for all F2 > 0 and z > 0 in the intermediate-coupling model

Let F be the Slater parameter F2 (the rank-2 Slater integral divided by 25) and z the spin-orbit constant of a p² configuration, with energies relative to F0. In the bases (³P₀, ¹S₀) and (³P₂, ¹D₂) the blocks are

J = 0: [ −5F − z, −√2 z ; −√2 z, 10F ]

J = 2: [ −5F + z/2, z/√2 ; z/√2, F ]

and the single J = 1 level is at −5F − z/2. I believe that for F, z > 0 the lower J = 0 level is always below J = 1, and J = 1 below both J = 2 levels, however strong the coupling. Can this be proved without expanding square roots, and checked in Lean?

## Locating the levels by signs of the secular polynomial

Yes, and the upper J = 0 level always lies highest. Write a block as [a, c; c, b]. An energy E is a level if (a − E)v₀ + c v₁ = 0 and c v₀ + (b − E)v₁ = 0 for some nonzero v. Elimination gives

((a − E)(b − E) − c²) vᵢ = 0 for i = 0, 1,

so the bracket vanishes. Conversely, if it vanishes, (c, E − a) is an eigenvector, or (1, 0) when c = 0 and E = a.

With m = (a + b)/2 and r = √(((a − b)/2)² + c²), the levels are E₋ = m − r and E₊ = m + r, because

P(x) = (a − x)(b − x) − c² = (m − x)² − r² = (E₋ − x)(E₊ − x).

If P(x) < 0, x lies strictly between the levels. If P(x) > 0, x lies below both when x < m and above both when x > m. Five evaluations suffice:

J = 0, x = −5F − z/2: P = −15Fz/2 − 9z²/4 < 0

J = 2, x = −5F − z/2: P = 6Fz > 0, with m − x = 3F + 3z/4 > 0

J = 2, x = F: P = −z²/2 < 0

J = 2, x = F + z: P = 6Fz > 0, with m − x = −3F − 3z/4 < 0

J = 0, x = F + z: P = −54F² − 12Fz < 0

Therefore

lower J = 0 < J = 1 < lower J = 2 < upper J = 2 < upper J = 0.

This fixes the J sequence of an isolated p² configuration from weak to strong spin-orbit coupling, with configuration mixing and further relativistic terms neglected.

## What the Lean statements say

`IsLevel M E` is the eigenvalue equation with a nonzero real vector; indices 0 and 1 follow the basis order above. `lowerLevel` and `upperLevel` are m − r and m + r, and `isLevel_iff` identifies them as exactly the eigenvalues of a symmetric block. `level_order` is the chain of four inequalities.

The hypothesis `0 < F` stands for electron repulsion that splits the terms, and `0 < z` for the usual sign of the spin-orbit term in a less than half-filled shell. The matrix elements are inputs, not derived from two-electron states, and each eigenvalue of a block, like the single J = 1 energy, stands for a whole (2J + 1)-fold degenerate level.

```lean
import Mathlib

open Matrix

namespace IntermediateCouplingP2

noncomputable section

/-- `E` is an energy level of the two-state Hamiltonian `M`: some nonzero state `v`
satisfies `M v = E v`. -/
def IsLevel (M : Matrix (Fin 2) (Fin 2) ℝ) (E : ℝ) : Prop :=
  ∃ v : Fin 2 → ℝ, v ≠ 0 ∧ M *ᵥ v = E • v

/-- The two-state formula with the minus sign, for a real symmetric matrix. -/
def lowerLevel (M : Matrix (Fin 2) (Fin 2) ℝ) : ℝ :=
  (M 0 0 + M 1 1) / 2 - √(((M 0 0 - M 1 1) / 2) ^ 2 + (M 0 1) ^ 2)

/-- The two-state formula with the plus sign, for a real symmetric matrix. -/
def upperLevel (M : Matrix (Fin 2) (Fin 2) ℝ) : ℝ :=
  (M 0 0 + M 1 1) / 2 + √(((M 0 0 - M 1 1) / 2) ^ 2 + (M 0 1) ^ 2)

/-- The J = 0 block of p² in the basis ³P₀, ¹S₀, with Slater parameter `F` and
spin-orbit constant `z`; energies are relative to F0. -/
def blockJ0 (F z : ℝ) : Matrix (Fin 2) (Fin 2) ℝ :=
  !![-5 * F - z, -(√2 * z); -(√2 * z), 10 * F]

/-- The energy of the single J = 1 level ³P₁ of p², relative to F0. -/
def levelJ1 (F z : ℝ) : ℝ := -5 * F - z / 2

/-- The J = 2 block of p² in the basis ³P₂, ¹D₂; energies are relative to F0. -/
def blockJ2 (F z : ℝ) : Matrix (Fin 2) (Fin 2) ℝ :=
  !![-5 * F + z / 2, z / √2; z / √2, F]

/-- An energy is a level of a symmetric two-state Hamiltonian exactly when it solves the
secular equation. -/
theorem isLevel_iff_secular (a b c E : ℝ) :
    IsLevel !![a, c; c, b] E ↔ (a - E) * (b - E) = c ^ 2 := by
  constructor
  · rintro ⟨v, hv, h⟩
    have h0 : a * v 0 + c * v 1 = E * v 0 := by
      simpa [Matrix.mulVec, dotProduct, Fin.sum_univ_two] using congrFun h 0
    have h1 : c * v 0 + b * v 1 = E * v 1 := by
      simpa [Matrix.mulVec, dotProduct, Fin.sum_univ_two] using congrFun h 1
    by_contra hne
    have hD : (a - E) * (b - E) - c ^ 2 ≠ 0 := sub_ne_zero.mpr hne
    -- the secular determinant annihilates both amplitudes
    have e0 : ((a - E) * (b - E) - c ^ 2) * v 0 = 0 := by
      linear_combination (b - E) * h0 - c * h1
    have e1 : ((a - E) * (b - E) - c ^ 2) * v 1 = 0 := by
      linear_combination (a - E) * h1 - c * h0
    apply hv
    ext i
    fin_cases i
    · exact (mul_eq_zero.mp e0).resolve_left hD
    · exact (mul_eq_zero.mp e1).resolve_left hD
  · intro h
    by_cases hc : c = 0 ∧ E = a
    · obtain ⟨rfl, rfl⟩ := hc
      refine ⟨![1, 0], fun h0 => one_ne_zero (α := ℝ) (congrFun h0 0), ?_⟩
      ext i
      fin_cases i <;> simp [Matrix.mulVec, dotProduct, Fin.sum_univ_two]
    · refine ⟨![c, E - a], fun h0 => hc ?_, ?_⟩
      · have h1 : c = 0 := congrFun h0 0
        have h2 : E - a = 0 := congrFun h0 1
        exact ⟨h1, by linarith⟩
      · ext i
        fin_cases i
        · simp [Matrix.mulVec, dotProduct, Fin.sum_univ_two]
          ring
        · simp [Matrix.mulVec, dotProduct, Fin.sum_univ_two]
          linear_combination -h

/-- The two levels add up to the trace, and the secular polynomial at a trial energy `x` is the
product of the signed differences, level minus `x`. -/
theorem sum_and_secular (a b c x : ℝ) :
    lowerLevel !![a, c; c, b] + upperLevel !![a, c; c, b] = a + b ∧
    (lowerLevel !![a, c; c, b] - x) * (upperLevel !![a, c; c, b] - x)
      = (a - x) * (b - x) - c ^ 2 := by
  have hl : lowerLevel !![a, c; c, b] = (a + b) / 2 - √(((a - b) / 2) ^ 2 + c ^ 2) := rfl
  have hu : upperLevel !![a, c; c, b] = (a + b) / 2 + √(((a - b) / 2) ^ 2 + c ^ 2) := rfl
  have hs := Real.sq_sqrt (show 0 ≤ ((a - b) / 2) ^ 2 + c ^ 2 by positivity)
  rw [hl, hu]
  constructor
  · ring
  · linear_combination -hs

/-- The levels of a symmetric two-state Hamiltonian are exactly the two values given by the
two-state formula. -/
theorem isLevel_iff (a b c E : ℝ) :
    IsLevel !![a, c; c, b] E ↔
      E = lowerLevel !![a, c; c, b] ∨ E = upperLevel !![a, c; c, b] := by
  rw [isLevel_iff_secular]
  obtain ⟨-, h⟩ := sum_and_secular a b c E
  constructor
  · intro hE
    rw [hE, sub_self] at h
    rcases mul_eq_zero.mp h with h | h
    · left; linarith
    · right; linarith
  · rintro (hE | hE)
    · rw [sub_eq_zero.mpr hE.symm, zero_mul] at h
      linarith
    · rw [sub_eq_zero.mpr hE.symm, mul_zero] at h
      linarith

/-- A trial energy at which the secular polynomial is negative lies strictly between the
two levels. -/
theorem between_levels (a b c x : ℝ) (h : (a - x) * (b - x) < c ^ 2) :
    lowerLevel !![a, c; c, b] < x ∧ x < upperLevel !![a, c; c, b] := by
  obtain ⟨-, hp⟩ := sum_and_secular a b c x
  have hle : lowerLevel !![a, c; c, b] ≤ upperLevel !![a, c; c, b] := by
    have hs := Real.sqrt_nonneg (((a - b) / 2) ^ 2 + c ^ 2)
    change (a + b) / 2 - √(((a - b) / 2) ^ 2 + c ^ 2)
      ≤ (a + b) / 2 + √(((a - b) / 2) ^ 2 + c ^ 2)
    linarith
  rcases mul_neg_iff.mp (hp.trans_lt (sub_neg.mpr h)) with ⟨h1, h2⟩ | ⟨h1, h2⟩
  · linarith
  · constructor <;> linarith

/-- A trial energy at which the secular polynomial is positive lies below both levels if it is
below their mean, and above both if it is above their mean. -/
theorem outside_levels (a b c x : ℝ) (h : c ^ 2 < (a - x) * (b - x)) :
    (2 * x < a + b → x < lowerLevel !![a, c; c, b]) ∧
    (a + b < 2 * x → upperLevel !![a, c; c, b] < x) := by
  obtain ⟨hs, hp⟩ := sum_and_secular a b c x
  have hpos := (sub_pos.mpr h).trans_eq hp.symm
  rcases mul_pos_iff.mp hpos with ⟨h1, h2⟩ | ⟨h1, h2⟩
  · constructor <;> intro h3 <;> linarith
  · constructor <;> intro h3 <;> linarith

/-- For `F > 0` and `z > 0` the five levels of p² are strictly ordered at any coupling
strength: lower J = 0, then J = 1, then the two J = 2 levels, then upper J = 0. -/
theorem level_order (F z : ℝ) (hF : 0 < F) (hz : 0 < z) :
    lowerLevel (blockJ0 F z) < levelJ1 F z ∧
    levelJ1 F z < lowerLevel (blockJ2 F z) ∧
    lowerLevel (blockJ2 F z) < upperLevel (blockJ2 F z) ∧
    upperLevel (blockJ2 F z) < upperLevel (blockJ0 F z) := by
  have c0 : (-(√2 * z)) ^ 2 = 2 * z ^ 2 := by
    rw [neg_sq, mul_pow, Real.sq_sqrt (by norm_num)]
  have c2 : (z / √2) ^ 2 = z ^ 2 / 2 := by
    rw [div_pow, Real.sq_sqrt (by norm_num)]
  have hFz := mul_pos hF hz
  have hFF := mul_pos hF hF
  have hzz := mul_pos hz hz
  -- the J = 1 energy as trial energy in both blocks
  have s1 := between_levels (-5 * F - z) (10 * F) (-(√2 * z)) (-5 * F - z / 2)
    (by rw [c0]; nlinarith)
  have s2 := (outside_levels (-5 * F + z / 2) F (z / √2) (-5 * F - z / 2)
    (by rw [c2]; nlinarith)).1 (by linarith)
  -- the energy F separates the two J = 2 levels
  have s3 := between_levels (-5 * F + z / 2) F (z / √2) F (by rw [c2]; nlinarith)
  -- the energy F + z separates the upper J = 2 level from the upper J = 0 level
  have s4 := (outside_levels (-5 * F + z / 2) F (z / √2) (F + z)
    (by rw [c2]; nlinarith)).2 (by linarith)
  have s5 := between_levels (-5 * F - z) (10 * F) (-(√2 * z)) (F + z)
    (by rw [c0]; nlinarith)
  exact ⟨s1.1, s2, s3.1.trans s3.2, s4.trans s5.2⟩

/-- In pure jj coupling, `F = 0` and `z ≥ 0`, the J = 0 levels are `-2z` and `z`, the J = 1
level is `-z/2`, and the J = 2 levels are `-z/2` and `z`. -/
theorem jj_limit (z : ℝ) (hz : 0 ≤ z) :
    lowerLevel (blockJ0 0 z) = -2 * z ∧ upperLevel (blockJ0 0 z) = z ∧
    levelJ1 0 z = -z / 2 ∧
    lowerLevel (blockJ2 0 z) = -z / 2 ∧ upperLevel (blockJ2 0 z) = z := by
  have gap : ∀ a b c s : ℝ, 0 ≤ s → ((a - b) / 2) ^ 2 + c ^ 2 = s ^ 2 →
      lowerLevel !![a, c; c, b] = (a + b) / 2 - s ∧
      upperLevel !![a, c; c, b] = (a + b) / 2 + s := by
    intro a b c s hs h
    have e : √(((a - b) / 2) ^ 2 + c ^ 2) = s := by rw [h, Real.sqrt_sq hs]
    exact ⟨congrArg (fun t => (a + b) / 2 - t) e, congrArg (fun t => (a + b) / 2 + t) e⟩
  have p := gap (-5 * 0 - z) (10 * 0) (-(√2 * z)) (3 * z / 2) (by positivity)
    (by rw [neg_sq, mul_pow, Real.sq_sqrt (by norm_num)]; ring)
  have q := gap (-5 * 0 + z / 2) 0 (z / √2) (3 * z / 4) (by positivity)
    (by rw [div_pow z (√2), Real.sq_sqrt (by norm_num)]; ring)
  exact ⟨p.1.trans (by ring), p.2.trans (by ring), by unfold levelJ1; ring,
    q.1.trans (by ring), q.2.trans (by ring)⟩

/-- With the sign of the spin-orbit term reversed, as for p⁴, and `z > 0`, the lower J = 0
level lies below the J = 1 level exactly when `z` exceeds `10 F / 3`. -/
theorem reversed_spin_orbit_crossing (F z : ℝ) (hz : 0 < z) :
    lowerLevel (blockJ0 F (-z)) < levelJ1 F (-z) ↔ 10 * F / 3 < z := by
  have c0 : (-(√2 * (-z))) ^ 2 = 2 * z ^ 2 := by
    rw [neg_sq, mul_pow, Real.sq_sqrt (by norm_num), neg_sq]
  constructor
  · intro h
    by_contra hn
    have hle : z ≤ 10 * F / 3 := not_lt.mp hn
    obtain ⟨hs, hp⟩ := sum_and_secular (-5 * F - -z) (10 * F) (-(√2 * (-z)))
      (-5 * F - -z / 2)
    have h1 : lowerLevel !![-5 * F - -z, -(√2 * (-z)); -(√2 * (-z)), 10 * F]
        < -5 * F - -z / 2 := h
    -- the J = 1 energy would lie between the J = 0 levels
    have hneg := mul_neg_of_neg_of_pos (sub_neg.mpr h1)
      (show 0 < upperLevel !![-5 * F - -z, -(√2 * (-z)); -(√2 * (-z)), 10 * F]
        - (-5 * F - -z / 2) by linarith)
    rw [hp, c0] at hneg
    nlinarith [mul_nonneg hz.le (sub_nonneg.mpr hle)]
  · intro h
    exact (between_levels (-5 * F - -z) (10 * F) (-(√2 * (-z))) (-5 * F - -z / 2)
      (by rw [c0]; nlinarith [mul_pos hz (sub_pos.mpr h)])).1

end

end IntermediateCouplingP2
```

```lean
#print axioms IntermediateCouplingP2.isLevel_iff
-- 'IntermediateCouplingP2.isLevel_iff' depends on axioms: [propext, Classical.choice, Quot.sound]
#print axioms IntermediateCouplingP2.level_order
-- 'IntermediateCouplingP2.level_order' depends on axioms: [propext, Classical.choice, Quot.sound]
#print axioms IntermediateCouplingP2.jj_limit
-- 'IntermediateCouplingP2.jj_limit' depends on axioms: [propext, Classical.choice, Quot.sound]
#print axioms IntermediateCouplingP2.reversed_spin_orbit_crossing
-- 'IntermediateCouplingP2.reversed_spin_orbit_crossing' depends on axioms: [propext, Classical.choice, Quot.sound]
```

## From the signs to the proof

`isLevel_iff_secular` carries out the elimination, with `linear_combination` checking it for the multipliers written in the code, and then treats the two eigenvector cases. `sum_and_secular` gives the trace and the factorisation of P. `between_levels` and `outside_levels` turn its sign into positions; the second uses the trace to decide the side.

In `level_order`, `s1` to `s5` are the five evaluations in the order listed. `nlinarith` checks their signs from the positive products Fz, F² and z², and the last line chains the inequalities.

`jj_limit` shows why F > 0 matters: at F = 0 the radicands are (3z/2)² and (3z/4)², and the levels merge into −2z, −z/2 (J = 1, 2) and z (J = 0, 2).

## The same sign test in p⁴ and in eigenvalue codes

For p⁴ the spin-orbit term changes sign, while the electron repulsion gives the same term spacings as in p²; a shift common to all levels is dropped here. The J = 0 polynomial at the J = 1 energy −5F + z/2 becomes

P = (3z/4)(10F − 3z),

so the lower J = 0 level is below J = 1 exactly when z > 10F/3. This is `reversed_spin_orbit_crossing`: here the order does depend on the coupling strength. In the converse direction, z ≤ 10F/3 gives P ≥ 0 and m − x = 15F/2 > 0, which puts neither level below x.

In numerical work, bisection eigensolvers apply a related idea to larger symmetric matrices. The matrix is usually first reduced to a tridiagonal matrix T with the same eigenvalues. When T − xI has an LDLᵀ factorisation with nonzero pivots, the number of negative pivots is the number of eigenvalues below x.
